# The Herman-Kluk determinant has modulus at least one

## Physical setting

A Herman-Kluk calculation integrates each classical trajectory with its monodromy matrix, evaluates a determinant built from that matrix, and multiplies the trajectory's contribution by the square root of the determinant. The branch of the root is fixed by following the phase of the determinant in time, which requires that the determinant never pass through zero. For finitely many degrees of freedom, one scalar width and an exactly symplectic monodromy matrix, its modulus is at least 1.

Positions $q$ and momenta $p$ are indexed by a finite set $n$, and $\hbar = 1$. The monodromy matrix carries initial displacements to final ones:
$$M=\begin{pmatrix}A&B\\C&D\end{pmatrix},\qquad (q,p)\mapsto(Aq+Bp,\;Cq+Dp).$$
For coherent states $\propto e^{-\gamma|x-q|^2/2+\mathrm{i}p\cdot(x-q)}$ in the position variable $x$, with width parameter $\gamma>0$, the squared prefactor is
$$d_\gamma=\det\tfrac12\left(A+D-\mathrm{i}\gamma B+\tfrac{\mathrm{i}}{\gamma}C\right).$$

## Statement

Let $U=\frac12(A+D+\mathrm{i}(C-B))$ and $V=\frac12(A-D+\mathrm{i}(C+B))$, and let $^*$ be the conjugate transpose. For any real blocks, $z=q+\mathrm{i}p$ maps to $Uz+V\bar z$. If $M$ is symplectic, then:

1. $UU^*-VV^*=1$.
2. $|\det U|^2=|\det(1+VV^*)|\ge 1+\sum_{i,j}|V_{ij}|^2$.
3. $|\det U|\ge1$, $\det U\neq0$, and $U$ is invertible.
4. $|\det U|=1$ exactly when $V=0$.
5. $|d_\gamma|\ge1$ and $d_\gamma\ne0$ for every $\gamma>0$.

## Derivation

With $J=\begin{pmatrix}0&-1\\1&0\end{pmatrix}$, the condition $MJM^T=J$ reads block by block
$$AB^T=BA^T,\qquad CD^T=DC^T,\qquad AD^T-BC^T=1,$$
and the fourth block, $DA^T-CB^T=1$, is the transpose of the third relation.

Put $X=A+\mathrm{i}C$ and $Y=D-\mathrm{i}B$, so that $U=(X+Y)/2$ and $V=(X-Y)/2$. The image of $z$ is $Xq+\mathrm{i}Yp$. Inserting $q=(z+\bar z)/2$ and $\mathrm{i}p=(z-\bar z)/2$ gives $Uz+V\bar z$.

In $UU^*-VV^*$ the terms $XX^*$ and $YY^*$ cancel, leaving $\frac12(XY^*+YX^*)$, where
$$XY^*=AD^T-CB^T+\mathrm{i}(AB^T+CD^T),\qquad YX^*=DA^T-BC^T-\mathrm{i}(BA^T+DC^T).$$
Hence
$$UU^*-VV^*=\tfrac{\mathrm{i}}2(AB^T-BA^T)+\tfrac{\mathrm{i}}2(CD^T-DC^T)+\tfrac12(AD^T-BC^T)+\tfrac12(DA^T-CB^T),$$
which equals $0+0+\frac12+\frac12=1$.

Taking determinants of $UU^*=1+VV^*$ gives $|\det U|^2=|\det(1+H)|$ with $H=VV^*$. This $H$ is positive semidefinite, with eigenvalues $\lambda_i\ge0$. Expanding the product and dropping nonnegative cross terms,
$$|\det(1+H)|=\prod_i(1+\lambda_i)\ge1+\sum_i\lambda_i=1+\operatorname{tr}H=1+\sum_{i,j}|V_{ij}|^2 .$$
Claim 3 follows. If $|\det U|=1$ the sum is at most zero, so $V=0$; if $V=0$ then $|\det U|^2=|\det 1|=1$.

In the coordinates $(\sqrt\gamma\,q,\;p/\sqrt\gamma)$ the blocks become $(A,\gamma B,C/\gamma,D)$. They obey the same three relations, since $\gamma$ multiplies both sides of the first, $1/\gamma$ both sides of the second, and the factors cancel in $BC^T$. Their $U$ is the matrix inside $d_\gamma$, which gives claim 5.

For a free particle of unit mass in one dimension after time $t$, $A=D=1$, $B=t$, $C=0$, so $\det U=1-\mathrm{i}t/2$, $V=\mathrm{i}t/2$, and both sides of the bound are $1+t^2/4$.

## What the formal version assumes

The blocks have type `Matrix n n ℝ` for any finite index type, `cx` regards them as complex matrices, `ᴴ` is $^*$, and `star (z q p)` is $\bar z$. The hypothesis `fromBlocks A B C D ∈ symplecticGroup n ℝ` is $MJM^T=J$ with the $J$ above; reversing the sign of $J$ gives the same condition. Symplecticity is assumed, not derived from Hamilton's equations, and a numerically integrated $M$ may satisfy it only approximately. `hkDet` is $d_\gamma$, taken as a definition. The theorems concern this determinant for a single matrix $M$; the square root, its branch, the time dependence and the propagator itself are not modelled. The width is one number, shared by all degrees of freedom and by the initial and final states.

One could instead take a curve $M(t)$ with $M(0)=1$ that solves the linearised Hamilton equations. Symplecticity would then be a lemma resting on the symmetry of the Hessian of the Hamiltonian, and a continuous branch of $\sqrt{d_\gamma}$ could be stated, at the price of differentiability hypotheses that the algebra does not need.

In Lean 4 with Mathlib:

```lean
import Mathlib

open Matrix Complex
open scoped ComplexOrder

namespace HermanKlukPrefactor

noncomputable section

variable {n : Type*} [Fintype n] [DecidableEq n]

/-- A real matrix regarded as a complex matrix. -/
def cx (X : Matrix n n ℝ) : Matrix n n ℂ := X.map (fun x => (x : ℂ))

/-- The matrix `U = (A + D + i (C - B)) / 2` built from the blocks of a monodromy matrix. -/
def U (A B C D : Matrix n n ℝ) : Matrix n n ℂ :=
  (1 / 2 : ℂ) • (cx A + cx D + I • (cx C - cx B))

/-- The matrix `V = (A - D + i (C + B)) / 2` built from the blocks of a monodromy matrix. -/
def V (A B C D : Matrix n n ℝ) : Matrix n n ℂ :=
  (1 / 2 : ℂ) • (cx A - cx D + I • (cx C + cx B))

/-- The complex phase-space coordinate `z = q + i p`. -/
def z (q p : n → ℝ) : n → ℂ := fun j => (q j : ℂ) + I * (p j : ℂ)

/-- The Herman-Kluk determinant `det [(A + D - i γ B + (i / γ) C) / 2]` for coherent states
of width parameter `γ`, with `ħ = 1`. -/
def hkDet (γ : ℝ) (A B C D : Matrix n n ℝ) : ℂ :=
  det ((1 / 2 : ℂ) • (cx A + cx D - (I * γ) • cx B + (I / γ) • cx C))

variable {A B C D : Matrix n n ℝ}

/-- A block matrix is symplectic exactly when `A Bᵀ = B Aᵀ`, `C Dᵀ = D Cᵀ` and
`A Dᵀ - B Cᵀ = 1`. -/
theorem symplectic_blocks :
    fromBlocks A B C D ∈ symplecticGroup n ℝ ↔
      A * Bᵀ = B * Aᵀ ∧ C * Dᵀ = D * Cᵀ ∧ A * Dᵀ - B * Cᵀ = 1 := by
  simp only [SymplecticGroup.mem_iff, Matrix.J, fromBlocks_transpose, fromBlocks_multiply,
    fromBlocks_inj, mul_zero, mul_one, mul_neg, neg_mul, zero_add, add_zero]
  constructor
  · rintro ⟨h1, h2, -, h4⟩
    refine ⟨(add_neg_eq_zero.mp h1).symm, (add_neg_eq_zero.mp h4).symm, ?_⟩
    calc A * Dᵀ - B * Cᵀ = -(B * Cᵀ + -(A * Dᵀ)) := by abel
      _ = 1 := by rw [h2, neg_neg]
  · rintro ⟨h1, h2, h3⟩
    have h4 : D * Aᵀ - C * Bᵀ = 1 := by
      simpa [transpose_sub, transpose_mul] using congrArg transpose h3
    refine ⟨add_neg_eq_zero.mpr h1.symm, ?_, ?_, add_neg_eq_zero.mpr h2.symm⟩
    · rw [← h3]; abel
    · rw [← sub_eq_add_neg]; exact h4

omit [DecidableEq n] in
/-- The linear map `(q, p) ↦ (A q + B p, C q + D p)` acts on `z = q + i p` as
`z ↦ U z + V z̄`. -/
theorem action_on_z (A B C D : Matrix n n ℝ) (q p : n → ℝ) :
    z (A *ᵥ q + B *ᵥ p) (C *ᵥ q + D *ᵥ p) =
      U A B C D *ᵥ z q p + V A B C D *ᵥ star (z q p) := by
  funext i
  simp only [z, U, V, cx, mulVec, dotProduct, Pi.add_apply, Pi.star_apply, Matrix.smul_apply,
    Matrix.add_apply, Matrix.sub_apply, Matrix.map_apply, smul_eq_mul, Complex.star_def,
    map_add, map_mul, conj_ofReal, conj_I, ofReal_add, ofReal_sum, ofReal_mul, Finset.mul_sum,
    ← Finset.sum_add_distrib]
  refine Finset.sum_congr rfl fun j _ => ?_
  linear_combination ((B i j : ℂ) * (p j : ℂ)) * I_sq

/-- For a real symplectic matrix, `U Uᴴ - V Vᴴ = 1`. -/
theorem U_mul_sub_V_mul (h : fromBlocks A B C D ∈ symplecticGroup n ℝ) :
    U A B C D * (U A B C D)ᴴ - V A B C D * (V A B C D)ᴴ = 1 := by
  obtain ⟨h1, h2, h3⟩ := symplectic_blocks.mp h
  have h4 : D * Aᵀ - C * Bᵀ = 1 := by
    simpa [transpose_sub, transpose_mul] using congrArg transpose h3
  -- complexification respects products, differences, the unit and the adjoint
  have hm : ∀ X Y : Matrix n n ℝ, cx X * cx Y = cx (X * Y) := fun X Y => by
    ext i j; simp [cx, Matrix.mul_apply]
  have hs : ∀ X Y : Matrix n n ℝ, cx X - cx Y = cx (X - Y) := fun X Y => by
    ext i j; simp [cx]
  have ho : cx (1 : Matrix n n ℝ) = 1 := by
    ext i j; by_cases hij : i = j <;> simp [cx, Matrix.one_apply, hij]
  have hc : ∀ X : Matrix n n ℝ, (cx X)ᴴ = cx Xᵀ := fun X => by
    ext i j; simp [cx, conjTranspose_apply]
  have hhalf : star (1 / 2 : ℂ) = 1 / 2 := by simp
  have hI : star I = -I := by simp
  -- the left side is a combination of the four symplectic block expressions
  have key : U A B C D * (U A B C D)ᴴ - V A B C D * (V A B C D)ᴴ =
      (I / 2) • (cx A * cx Bᵀ - cx B * cx Aᵀ) + (I / 2) • (cx C * cx Dᵀ - cx D * cx Cᵀ)
        + (1 / 2 : ℂ) • (cx A * cx Dᵀ - cx B * cx Cᵀ)
        + (1 / 2 : ℂ) • (cx D * cx Aᵀ - cx C * cx Bᵀ) := by
    simp only [U, V, conjTranspose_smul, conjTranspose_add, conjTranspose_sub, hc, hhalf, hI,
      mul_add, add_mul, mul_sub, sub_mul, smul_mul_assoc, mul_smul_comm, smul_add, smul_sub]
    match_scalars <;>
      first
        | ring1
        | linear_combination (1 / 2 : ℂ) * I_sq
  have e1 : cx A * cx Bᵀ - cx B * cx Aᵀ = 0 := by rw [hm, hm, h1, sub_self]
  have e2 : cx C * cx Dᵀ - cx D * cx Cᵀ = 0 := by rw [hm, hm, h2, sub_self]
  have e3 : cx A * cx Dᵀ - cx B * cx Cᵀ = 1 := by rw [hm, hm, hs, h3, ho]
  have e4 : cx D * cx Aᵀ - cx C * cx Bᵀ = 1 := by rw [hm, hm, hs, h4, ho]
  rw [key, e1, e2, e3, e4]
  module

/-- For a real symplectic matrix, `|det U|² = |det (1 + V Vᴴ)|`. -/
theorem norm_det_U_sq (h : fromBlocks A B C D ∈ symplecticGroup n ℝ) :
    ‖det (U A B C D)‖ ^ 2 = ‖det (1 + V A B C D * (V A B C D)ᴴ)‖ := by
  rw [← sub_eq_iff_eq_add.mp (U_mul_sub_V_mul h), det_mul, det_conjTranspose, norm_mul,
    norm_star, sq]

/-- For a positive semidefinite matrix `H`, `|det (1 + H)| ≥ 1 + tr H`. -/
theorem one_add_trace_le_norm_det {H : Matrix n n ℂ} (hH : H.PosSemidef) :
    1 + (trace H).re ≤ ‖det (1 + H)‖ := by
  have h0 : ∀ i, 0 ≤ hH.1.eigenvalues i := hH.eigenvalues_nonneg
  have ht : trace H = ∑ i, ((hH.1.eigenvalues i : ℝ) : ℂ) := hH.1.trace_eq_sum_eigenvalues
  -- characteristic polynomial at `-1`
  have he : det (scalar n (-1 : ℂ) - H) = ∏ i, (-1 - ((hH.1.eigenvalues i : ℝ) : ℂ)) := by
    rw [← eval_charpoly, hH.1.charpoly_eq, Polynomial.eval_prod]
    refine Finset.prod_congr rfl fun i _ => ?_
    rw [Polynomial.eval_sub, Polynomial.eval_X, Polynomial.eval_C]
    try rfl
  have hneg : scalar n (-1 : ℂ) - H = -(1 + H) := by
    rw [map_neg, map_one]; abel
  have hn : ‖det (1 + H)‖ = ∏ i, (1 + hH.1.eigenvalues i) := by
    have h1 := congrArg norm he
    rw [hneg, det_neg, norm_mul, norm_pow, norm_neg, norm_one, one_pow, one_mul,
      norm_prod] at h1
    rw [h1]
    refine Finset.prod_congr rfl fun i _ => ?_
    have h2 : (-1 - ((hH.1.eigenvalues i : ℝ) : ℂ)) = -((1 + hH.1.eigenvalues i : ℝ) : ℂ) := by
      push_cast; ring
    rw [h2, norm_neg, Complex.norm_real, Real.norm_of_nonneg (by linarith [h0 i])]
  -- the product of the `1 + λ` dominates `1 + ∑ λ`
  have hW : ∀ s : Finset n,
      1 + ∑ i ∈ s, hH.1.eigenvalues i ≤ ∏ i ∈ s, (1 + hH.1.eigenvalues i) := by
    intro s
    induction s using Finset.induction_on with
    | empty => simp
    | insert a s ha ih =>
      rw [Finset.sum_insert ha, Finset.prod_insert ha]
      have h1 := mul_le_mul_of_nonneg_left ih
        (by linarith [h0 a] : 0 ≤ 1 + hH.1.eigenvalues a)
      have h2 := mul_nonneg (h0 a) (Finset.sum_nonneg fun i (_ : i ∈ s) => h0 i)
      nlinarith
  rw [hn, ht, Complex.re_sum]
  simp only [ofReal_re]
  exact hW Finset.univ

/-- For a real symplectic matrix, `|det U|² ≥ 1 + ∑ |V i j|²`. -/
theorem norm_det_U_sq_ge (h : fromBlocks A B C D ∈ symplecticGroup n ℝ) :
    1 + ∑ i, ∑ j, ‖V A B C D i j‖ ^ 2 ≤ ‖det (U A B C D)‖ ^ 2 := by
  have ht : (trace (V A B C D * (V A B C D)ᴴ)).re = ∑ i, ∑ j, ‖V A B C D i j‖ ^ 2 := by
    simp only [trace, diag_apply, Matrix.mul_apply, conjTranspose_apply, Complex.re_sum,
      Complex.star_def, Complex.mul_conj, ofReal_re, ← Complex.normSq_eq_norm_sq]
  rw [norm_det_U_sq h, ← ht]
  exact one_add_trace_le_norm_det (posSemidef_self_mul_conjTranspose _)

/-- For a real symplectic matrix, `|det U| ≥ 1`, `det U ≠ 0` and `U` is invertible. -/
theorem U_invertible (h : fromBlocks A B C D ∈ symplecticGroup n ℝ) :
    1 ≤ ‖det (U A B C D)‖ ∧ det (U A B C D) ≠ 0 ∧ IsUnit (U A B C D) := by
  have h1 := norm_det_U_sq_ge h
  have h2 : 0 ≤ ∑ i, ∑ j, ‖V A B C D i j‖ ^ 2 := by positivity
  have h3 : 1 ≤ ‖det (U A B C D)‖ := by
    by_contra hlt
    nlinarith [norm_nonneg (det (U A B C D)), not_le.mp hlt]
  have h4 : det (U A B C D) ≠ 0 := norm_pos_iff.mp (by linarith)
  exact ⟨h3, h4, (isUnit_iff_isUnit_det _).mpr h4.isUnit⟩

/-- For a real symplectic matrix, `|det U| = 1` exactly when `V = 0`. -/
theorem norm_det_U_eq_one_iff (h : fromBlocks A B C D ∈ symplecticGroup n ℝ) :
    ‖det (U A B C D)‖ = 1 ↔ V A B C D = 0 := by
  constructor
  · intro h1
    have h2 := norm_det_U_sq_ge h
    rw [h1] at h2
    ext i j
    have h3 : ‖V A B C D i j‖ ^ 2 ≤ ∑ k, ‖V A B C D i k‖ ^ 2 :=
      Finset.single_le_sum (f := fun k => ‖V A B C D i k‖ ^ 2) (fun _ _ => by positivity)
        (Finset.mem_univ j)
    have h4 : ∑ k, ‖V A B C D i k‖ ^ 2 ≤ ∑ l, ∑ k, ‖V A B C D l k‖ ^ 2 :=
      Finset.single_le_sum (f := fun l => ∑ k, ‖V A B C D l k‖ ^ 2)
        (fun _ _ => by positivity) (Finset.mem_univ i)
    have h5 : ‖V A B C D i j‖ ^ 2 = 0 := le_antisymm (by linarith) (sq_nonneg _)
    simpa using h5
  · intro h1
    have h2 := norm_det_U_sq h
    rw [h1, zero_mul, add_zero, det_one, norm_one] at h2
    nlinarith [(U_invertible h).1]

/-- For a real symplectic matrix and any width `γ > 0`, the Herman-Kluk determinant has
modulus at least one and is nonzero. -/
theorem hkDet_ne_zero (h : fromBlocks A B C D ∈ symplecticGroup n ℝ) {γ : ℝ} (hγ : 0 < γ) :
    1 ≤ ‖hkDet γ A B C D‖ ∧ hkDet γ A B C D ≠ 0 := by
  obtain ⟨h1, h2, h3⟩ := symplectic_blocks.mp h
  -- the rescaled blocks are again symplectic
  have hs : fromBlocks A (γ • B) (γ⁻¹ • C) D ∈ symplecticGroup n ℝ := by
    rw [symplectic_blocks]
    simp only [transpose_smul, Matrix.mul_smul, Matrix.smul_mul, smul_smul, h1, h2,
      inv_mul_cancel₀ hγ.ne', one_smul, true_and]
    exact h3
  have he : hkDet γ A B C D = det (U A (γ • B) (γ⁻¹ • C) D) := by
    unfold hkDet
    congr 1
    ext i j
    simp only [U, cx, Matrix.smul_apply, Matrix.add_apply, Matrix.sub_apply, Matrix.map_apply,
      smul_eq_mul, ofReal_mul, ofReal_inv]
    ring
  rw [he]
  exact ⟨(U_invertible hs).1, (U_invertible hs).2.1⟩

/-- The free-particle blocks `A = D = 1`, `B = t`, `C = 0` form a symplectic matrix with
`det U = 1 - i t / 2` and `|det U|² = 1 + ∑ |V i j|²`. -/
theorem free_particle_witness (t : ℝ) :
    fromBlocks (1 : Matrix (Fin 1) (Fin 1) ℝ) (t • 1) 0 1 ∈ symplecticGroup (Fin 1) ℝ ∧
    det (U (1 : Matrix (Fin 1) (Fin 1) ℝ) (t • 1) 0 1) = 1 - I * t / 2 ∧
    ‖det (U (1 : Matrix (Fin 1) (Fin 1) ℝ) (t • 1) 0 1)‖ ^ 2 =
      1 + ∑ i, ∑ j, ‖V (1 : Matrix (Fin 1) (Fin 1) ℝ) (t • 1) 0 1 i j‖ ^ 2 := by
  have hU : det (U (1 : Matrix (Fin 1) (Fin 1) ℝ) (t • 1) 0 1) = 1 - I * t / 2 := by
    rw [det_fin_one]
    simp only [U, cx, Matrix.smul_apply, Matrix.add_apply, Matrix.sub_apply, Matrix.map_apply,
      one_apply_eq, Matrix.zero_apply, smul_eq_mul, mul_one, ofReal_one, ofReal_zero]
    ring
  have hV : V (1 : Matrix (Fin 1) (Fin 1) ℝ) (t • 1) 0 1 0 0 = I * t / 2 := by
    simp only [V, cx, Matrix.smul_apply, Matrix.add_apply, Matrix.sub_apply, Matrix.map_apply,
      one_apply_eq, Matrix.zero_apply, smul_eq_mul, mul_one, ofReal_one, ofReal_zero]
    ring
  refine ⟨by rw [symplectic_blocks]; simp, hU, ?_⟩
  rw [hU, Fin.sum_univ_one, Fin.sum_univ_one, hV, Complex.sq_norm, Complex.sq_norm,
    normSq_apply, normSq_apply]
  simp

end

end HermanKlukPrefactor
```

```lean
#print axioms HermanKlukPrefactor.action_on_z
-- 'HermanKlukPrefactor.action_on_z' depends on axioms: [propext, Classical.choice, Quot.sound]
#print axioms HermanKlukPrefactor.norm_det_U_eq_one_iff
-- 'HermanKlukPrefactor.norm_det_U_eq_one_iff' depends on axioms: [propext, Classical.choice, Quot.sound]
#print axioms HermanKlukPrefactor.hkDet_ne_zero
-- 'HermanKlukPrefactor.hkDet_ne_zero' depends on axioms: [propext, Classical.choice, Quot.sound]
```

## Notes on the proof

`symplectic_blocks` multiplies out $MJM^T$ with `fromBlocks_multiply` and compares blocks with `fromBlocks_inj`; in the reverse direction `h4` is the transposed relation. `action_on_z` compares the two sides term by term in the sum over `j`.

In `U_mul_sub_V_mul`, `key` is the four-term expansion, obtained directly from `U` and `V` without $X$ and $Y$, and `e1` to `e4` evaluate the four brackets as $0,0,1,1$. The method of `key` is reusable for identities among non-commuting matrices with complex coefficients. `simp only` distributes every product and pulls the scalars to the front, and `match_scalars` treats each product such as `cx A * cx Bᵀ` as an independent atom and equates coefficients. `ring1` closes the scalar goals that are polynomial identities, and `linear_combination (1 / 2 : ℂ) * I_sq` supplies $\mathrm{i}^2=-1$, which `ring1` does not use.

`norm_det_U_sq` is the determinant step. `one_add_trace_le_norm_det` holds for any positive semidefinite `H`: `he` evaluates the characteristic polynomial at $-1$, giving $\det(-1-H)=\prod_i(-1-\lambda_i)$, `hn` takes moduli to reach the product formula, and `hW` proves the product bound by induction, adding one eigenvalue at a time. `norm_det_U_sq_ge` identifies the trace of $VV^*$ with the sum of squared moduli, and `U_invertible` and `norm_det_U_eq_one_iff` draw claims 3 and 4 from that bound, the latter using `norm_det_U_sq` when $V=0$. In `hkDet_ne_zero`, `hs` and `he` are the rescaling step, where `hγ` enters only as $\gamma\ne0$. `free_particle_witness` checks symplecticity, the value of $\det U$ and equality in the bound on `Fin 1`.
